# The unmixed second partial derivatives of the pair function 1 + r/2 + (a·x)(1 + cr) away from coalescence

For two electrons separated by a vector x of length r, the lemma concerns the real function 1 + r/2 + (a·x)(1 + cr), with a any fixed real vector and c any real number. It states that, wherever x ≠ 0, the second derivative along the i-th Cartesian axis, taken twice along that same axis, is (1/2 + c a·x)(1/r − x_i²/r³) + 2c a_i x_i/r. Nothing is assumed about normalisation, and the function is not required to solve any Schrödinger equation. The attempt finds the first derivative at every point other than the origin, notes that this formula holds all along the axis near x, and differentiates it once more with the product and quotient rules.

As first written in Lean, the proof fails:

```lean
import Mathlib

open Filter Topology Matrix

namespace SecondPartial

noncomputable section

/-- The interelectronic distance `r`, the Euclidean length of `x` in three dimensions. -/
def radius (x : Fin 3 → ℝ) : ℝ := Real.sqrt (x ⬝ᵥ x)

/-- The partial derivative of `f` along the `i`-th Cartesian axis. -/
def partialD (i : Fin 3) (f : (Fin 3 → ℝ) → ℝ) (x : Fin 3 → ℝ) : ℝ :=
  deriv (fun t : ℝ => f (x + Pi.single i t)) 0

/-- The pair function `1 + r/2 + ⟨a,x⟩(1 + c r)`. -/
def pairFn (a : Fin 3 → ℝ) (c : ℝ) (x : Fin 3 → ℝ) : ℝ :=
  1 + radius x / 2 + a ⬝ᵥ x * (1 + c * radius x)

/-- Away from coalescence the distance is positive. -/
theorem radius_pos {x : Fin 3 → ℝ} (hx : x ≠ 0) : 0 < radius x := by
  have h0 : 0 ≤ x ⬝ᵥ x := Finset.sum_nonneg fun i _ => mul_self_nonneg (x i)
  have h1 : x ⬝ᵥ x ≠ 0 := fun h => hx (dotProduct_self_eq_zero.1 h)
  exact Real.sqrt_pos.2 (lt_of_le_of_ne h0 h1.symm)

/-- Away from coalescence, the derivative of `r` along the `i`-th axis is `x_i / r`. -/
theorem hasDerivAt_radius {x : Fin 3 → ℝ} (hx : x ≠ 0) (i : Fin 3) :
    HasDerivAt (fun t : ℝ => radius (x + Pi.single i t)) (x i / radius x) 0 := by
  have e : ∀ t : ℝ, (x + Pi.single i t) ⬝ᵥ (x + Pi.single i t)
      = x ⬝ᵥ x + 2 * x i * t + t ^ 2 := by
    intro t
    simp only [dotProduct_add, add_dotProduct, dotProduct_single, single_dotProduct,
      Pi.add_apply, Pi.single_eq_same]
    ring
  have h : HasDerivAt (fun t : ℝ => x ⬝ᵥ x + 2 * x i * t + t ^ 2) (2 * x i) 0 :=
    ((((hasDerivAt_id' (0 : ℝ)).const_mul (2 * x i)).const_add (x ⬝ᵥ x)).fun_add
      (hasDerivAt_pow 2 (0 : ℝ))).congr_deriv (by simp)
  have e0 : x ⬝ᵥ x + 2 * x i * 0 + 0 ^ 2 = x ⬝ᵥ x := by ring
  simp only [radius, e]
  refine (h.sqrt ?_).congr_deriv ?_
  · simp only [e0]
    exact fun h => hx (dotProduct_self_eq_zero.1 h)
  · simp only [e0]
    exact mul_div_mul_left _ _ two_ne_zero

/-- The second partial derivatives of the pair function away from coalescence. -/
theorem second_partial (a : Fin 3 → ℝ) (c : ℝ) {x : Fin 3 → ℝ} (hx : x ≠ 0) (i : Fin 3) :
    partialD i (partialD i (pairFn a c)) x
      = (1 / 2 + c * (a ⬝ᵥ x)) * (1 / radius x - x i ^ 2 / radius x ^ 3)
        + 2 * c * a i * x i / radius x := by
  have hdot : ∀ y : Fin 3 → ℝ,
      HasDerivAt (fun t : ℝ => a ⬝ᵥ (y + Pi.single i t)) (a i) 0 := by
    intro y
    simp only [dotProduct_add, dotProduct_single]
    exact (((hasDerivAt_id' (0 : ℝ)).const_mul (a i)).const_add (a ⬝ᵥ y)).congr_deriv
      (mul_one _)
  -- the first derivative, at every point other than the origin
  have first : ∀ y : Fin 3 → ℝ, y ≠ 0 → partialD i (pairFn a c) y
      = y i / radius y / 2
        + (a i * (1 + c * radius y) + a ⬝ᵥ y * (c * (y i / radius y))) := by
    intro y hy
    have hr := hasDerivAt_radius hy i
    have h := ((hr.div_const 2).const_add 1).fun_add
      ((hdot y).fun_mul ((hr.const_mul c).const_add 1))
    refine Eq.trans h.deriv ?_
    simp only [Pi.single_zero, add_zero]
  have hr := hasDerivAt_radius hx i
  have hne : radius (x + Pi.single i (0 : ℝ)) ≠ 0 := by
    simpa only [Pi.single_zero, add_zero] using (radius_pos hx).ne'
  -- that formula holds near `x`, so it may be differentiated once more
  have hev : (fun t : ℝ => partialD i (pairFn a c) (x + Pi.single i t)) =ᶠ[𝓝 0]
      fun t : ℝ => (x + Pi.single i t) i / radius (x + Pi.single i t) / 2
        + (a i * (1 + c * radius (x + Pi.single i t))
          + a ⬝ᵥ (x + Pi.single i t)
            * (c * ((x + Pi.single i t) i / radius (x + Pi.single i t)))) := by
    filter_upwards [hr.continuousAt.eventually_ne hne] with t ht
    refine first _ fun h => ht ?_
    rw [h]
    simp [radius]
  have hcoord : HasDerivAt (fun t : ℝ => (x + Pi.single i t) i) 1 0 := by
    simp only [Pi.add_apply, Pi.single_eq_same]
    exact (hasDerivAt_id' (0 : ℝ)).const_add (x i)
  have hq := hcoord.fun_div hr hne
  have h := (hq.div_const 2).fun_add ((((hr.const_mul c).const_add 1).const_mul (a i)).fun_add
    ((hdot x).fun_mul (hq.const_mul c)))
  refine Eq.trans (hev.deriv_eq.trans h.deriv) ?_
  simp only [Pi.single_zero, add_zero]
  have hρ : radius x / radius x ^ 2 = 1 / radius x := by
    have := (radius_pos hx).ne'
    field_simp
  linear_combination (1 / 2 + c * (a ⬝ᵥ x)) * hρ

end

end SecondPartial
```

Messages:

```
Main.lean:72:19: error: Function expected at
  x + Pi.single i ?m.502
but this term has type
  ?m.505

Note: Expected a function because this term is being applied to the argument
  i
Main.lean:75:20: error: Function expected at
  x + Pi.single i ?m.512
but this term has type
  ?m.515

Note: Expected a function because this term is being applied to the argument
  i
Main.lean:80:16: error(lean.synthInstanceFailed): failed to synthesize instance of type class
  AddCommGroup ℕ

Hint: Type class instance resolution failures can be inspected with the `set_option trace.Meta.synthInstance true` command.
Main.lean:80:41: error: Function expected at
  x + Pi.single i ?m.579
but this term has type
  ?m.582

Note: Expected a function because this term is being applied to the argument
  i
Main.lean:83:13: error(lean.unknownIdentifier): Unknown identifier `hcoord.fun_div`
Main.lean:50:42: error: unsolved goals
case refine_1
a : Fin 3 → ℝ
c : ℝ
x : Fin 3 → ℝ
hx : x ≠ 0
i : Fin 3
hdot : ∀ (y : Fin 3 → ℝ), HasDerivAt (fun t => a ⬝ᵥ (y + Pi.single i t)) (a i) 0
first :
  ∀ (y : Fin 3 → ℝ),
    y ≠ 0 →
      partialD i (pairFn a c) y = y i / radius y / 2 + (a i * (1 + c * radius y) + a ⬝ᵥ y * (c * (y i / radius y)))
hr : HasDerivAt (fun t => radius (x + Pi.single i t)) (x i / radius x) 0
hne : radius (x + Pi.single i 0) ≠ 0
hev :
  (fun t => partialD i (pairFn a c) (x + Pi.single i t)) =ᶠ[𝓝 0] fun t =>
    sorry / radius (x + Pi.single i t) / 2 +
      (a i * (1 + c * radius (x + Pi.single i t)) +
        a ⬝ᵥ (x + Pi.single i t) * (c * (sorry / radius (x + Pi.single i t))))
⊢ AddCommGroup ℕ
```

Lean accepts the file once it reads:

```diff
@@ -70,13 +70,13 @@
   -- that formula holds near `x`, so it may be differentiated once more
   have hev : (fun t : ℝ => partialD i (pairFn a c) (x + Pi.single i t)) =ᶠ[𝓝 0]
-      fun t : ℝ => (x + Pi.single i t) i / radius (x + Pi.single i t) / 2
+      fun t : ℝ => (x + Pi.single i t : Fin 3 → ℝ) i / radius (x + Pi.single i t) / 2
         + (a i * (1 + c * radius (x + Pi.single i t))
           + a ⬝ᵥ (x + Pi.single i t)
-            * (c * ((x + Pi.single i t) i / radius (x + Pi.single i t)))) := by
+            * (c * ((x + Pi.single i t : Fin 3 → ℝ) i / radius (x + Pi.single i t)))) := by
     filter_upwards [hr.continuousAt.eventually_ne hne] with t ht
     refine first _ fun h => ht ?_
     rw [h]
     simp [radius]
-  have hcoord : HasDerivAt (fun t : ℝ => (x + Pi.single i t) i) 1 0 := by
+  have hcoord : HasDerivAt (fun t : ℝ => (x + Pi.single i t : Fin 3 → ℝ) i) 1 0 := by
     simp only [Pi.add_apply, Pi.single_eq_same]
     exact (hasDerivAt_id' (0 : ℝ)).const_add (x i)
```

Diagnosis. The fault is in how the i-th coordinate of the displaced point is written. In `(x + Pi.single i t) i` the sum is applied to `i`, so Lean must know that it is a function. `Pi.single` can build functions whose value type varies with the index, and its arguments here don't settle that family of types. The sum's type is therefore still unknown when the application is checked, hence the three "Function expected" errors. Inside `radius (…)` the same sum is accepted, because `radius` says what type it expects.

The other messages follow from this. In `hcoord` the failed application leaves the function's value type open, the numeral `1` falls back to `ℕ`, and `HasDerivAt` then asks for `AddCommGroup ℕ`, which doesn't exist. That request is also the unsolved goal at the end. Since `hcoord` is never introduced, `hcoord.fun_div` is unknown.

The repair writes `(x + Pi.single i t : Fin 3 → ℝ) i` in all three places. The sum is then known to be a real-valued function on `Fin 3`, and the application is accepted.
